# A two-state stochastic matrix is the exponential of a generator exactly when its hop probabilities sum to less than one

## Transition matrices and generators

Label the states 0 and 1, and let rows index the initial state. If a is the probability per step of the hop 0 → 1 and b that of 1 → 0, the transition matrix, written row by row, is

P(a,b) = [[1−a, a], [b, 1−b]].

A generator is a real matrix Q with nonnegative off-diagonal entries, the jump rates, and zero row sums, which express conservation of probability. A jump process with constant rates has transition matrix exp(tQ) = Σₙ (tQ)ⁿ/n! over a time t. Taking one step as the unit of time, a matrix P is called embeddable if P = exp Q for some generator Q.

For a, b ≥ 0, P(a,b) is embeddable if and only if a + b < 1. This includes a, b ∈ [0,1]; if a or b exceeds 1, both sides are false.

## The exponential by diagonalisation

Zero row sums force a 2×2 generator into the form

Q(α,β) = [[−α, α], [β, −β]], with α, β ≥ 0.

Let s = α + β ≠ 0. Write Q = Q(α,β) and let a dot denote the product of Q with a column vector. Then Q·(1,1)ᵀ = 0 and

Q·(α,−β)ᵀ = (−α² − αβ, αβ + β²)ᵀ = −s(α,−β)ᵀ.

These eigenvectors are the columns of U:

U = [[1, α], [1, −β]], U⁻¹ = (1/s)[[β, α], [1, −1]], Q = U diag(0,−s) U⁻¹.

The unit eigenvectors are (1,1)/√2 and (α,−β)/√(α²+β²); the column scale cancels between U and U⁻¹. Since (UDU⁻¹)ⁿ = UDⁿU⁻¹ for any D,

exp Q = U diag(1, e^(−s)) U⁻¹ = (1/s)[[β + αe^(−s), α − αe^(−s)], [β − βe^(−s), α + βe^(−s)]].

With w = (1 − e^(−s))/s the off-diagonal entries are αw and βw and the diagonal ones 1 − αw and 1 − βw, so exp Q = P(αw, βw). If s = 0, nonnegative rates both vanish and exp Q = P(0,0), the identity.

## Necessity, sufficiency and uniqueness

If exp Q = P(a,b), adding the off-diagonal entries gives

a + b = 1 − e^(−s) < 1,

for s = 0 as well. Conversely let σ = a + b with 0 < σ < 1, and set

k = −ln(1 − σ)/σ > 0, α = ka, β = kb.

Then s = kσ = −ln(1 − σ), so e^(−s) = 1 − σ, w = σ/s = 1/k, and (αw, βw) = (a, b). For σ = 0 zero rates suffice. Because

det P(a,b) = (1−a)(1−b) − ab = 1 − a − b,

the condition reads det P > 0. The generator is unique: a + b fixes s, hence w, and for s > 0 one has w ≠ 0, α = a/w, β = b/w.

For a simulation observed at a fixed lag, take a and b as the probabilities of being found in the other state one lag later, however many hops occur in between. The criterion then decides whether a two-state kinetic Monte Carlo model with time-independent rates can reproduce them.

## The objects in Lean

```lean
import Mathlib

open Matrix

namespace TwoStateEmbedding

noncomputable section
```

`IsGenerator` and `IsEmbeddable` are defined for any finite state space `n`, with `NormedSpace.exp` the power series above. Every theorem specialises to `Fin 2`, the states 0 and 1.

```lean
/-- A generator: nonnegative off-diagonal rates and zero row sums. -/
def IsGenerator {n : Type*} [Fintype n] (Q : Matrix n n ℝ) : Prop :=
  (∀ i j, i ≠ j → 0 ≤ Q i j) ∧ ∀ i, ∑ j, Q i j = 0

/-- A matrix is embeddable if it is the exponential of some generator. -/
def IsEmbeddable {n : Type*} [Fintype n] [DecidableEq n] (P : Matrix n n ℝ) : Prop :=
  ∃ Q : Matrix n n ℝ, IsGenerator Q ∧ NormedSpace.exp Q = P
```

`twoState a b` is P(a,b) and `rateMatrix α β` is Q(α,β), both for arbitrary real arguments; signs enter as hypotheses. `clockRate` applied to σ is k; its argument is named `s` in the code but stands for σ = a + b, not for the total rate. Lean's division gives it the value 0 at σ = 0 rather than the limit 1, and the proofs use it only for 0 < σ < 1.

```lean
/-- The two-state transition matrix with rows `(1 - a, a)` and `(b, 1 - b)`. -/
def twoState (a b : ℝ) : Matrix (Fin 2) (Fin 2) ℝ := !![1 - a, a; b, 1 - b]

/-- The two-state rate matrix with rows `(-α, α)` and `(β, -β)`. -/
def rateMatrix (α β : ℝ) : Matrix (Fin 2) (Fin 2) ℝ := !![-α, α; β, -β]

/-- The factor `-log (1 - s) / s` as a function of a real argument `s`. -/
def clockRate (s : ℝ) : ℝ := -Real.log (1 - s) / s
```

## Generators and their exponentials

`isGenerator_iff` takes α = `Q 0 1` and β = `Q 1 0` and recovers the diagonal from the row sums. `twoState_inj` is the comparison of off-diagonal entries.

```lean
/-- The two-state generators are exactly the rate matrices with nonnegative rates. -/
theorem isGenerator_iff (Q : Matrix (Fin 2) (Fin 2) ℝ) :
    IsGenerator Q ↔ ∃ α β, 0 ≤ α ∧ 0 ≤ β ∧ Q = rateMatrix α β := by
  constructor
  · intro h
    refine ⟨Q 0 1, Q 1 0, h.1 0 1 (by decide), h.1 1 0 (by decide), ?_⟩
    have r0 := h.2 0
    have r1 := h.2 1
    rw [Fin.sum_univ_two] at r0 r1
    ext i j
    fin_cases i <;> fin_cases j <;> simp [rateMatrix] <;> linarith
  · rintro ⟨α, β, ha, hb, rfl⟩
    refine ⟨fun i j hij => ?_, fun i => ?_⟩
    · fin_cases i <;> fin_cases j <;> simp_all [rateMatrix]
    · fin_cases i <;> simp [rateMatrix, Fin.sum_univ_two]

/-- The transition matrix determines its two hop probabilities. -/
theorem twoState_inj {a b c d : ℝ} (h : twoState a b = twoState c d) : a = c ∧ b = d :=
  ⟨by simpa [twoState] using congrFun (congrFun h 0) 1,
    by simpa [twoState] using congrFun (congrFun h 1) 0⟩
```

`exp_rateMatrix` needs only α + β ≠ 0, with no sign condition. `hUV` verifies U⁻¹, `hQ` is the diagonalisation, `hexp` exponentiates the diagonal matrix through `Matrix.exp_diagonal`, and `Matrix.exp_conj` moves U outside the exponential. Each entry closes by `ring` or by `linear_combination` with `hr`, the relation s·s⁻¹ = 1. `exp_rateMatrix_zero` is the case of zero rates.

```lean
/-- For total rate `s = α + β ≠ 0` the exponential of the rate matrix has hop probabilities
`α (1 - e^{-s}) / s` and `β (1 - e^{-s}) / s`. -/
theorem exp_rateMatrix {α β : ℝ} (h : α + β ≠ 0) :
    NormedSpace.exp (rateMatrix α β) =
      twoState (α * ((1 - Real.exp (-(α + β))) / (α + β)))
        (β * ((1 - Real.exp (-(α + β))) / (α + β))) := by
  have mk : ∀ a b c d a' b' c' d' : ℝ, a = a' → b = b' → c = c' → d = d' →
      !![a, b; c, d] = !![a', b'; c', d'] := by
    rintro a b c d _ _ _ _ rfl rfl rfl rfl
    rfl
  have hr : (α + β) * (α + β)⁻¹ = 1 := mul_inv_cancel₀ h
  -- the eigenvector matrix and its inverse
  have hUV : (!![1, α; 1, -β] : Matrix (Fin 2) (Fin 2) ℝ) *
      !![β * (α + β)⁻¹, α * (α + β)⁻¹; (α + β)⁻¹, -(α + β)⁻¹] = 1 := by
    rw [Matrix.mul_fin_two, Matrix.one_fin_two]
    exact mk _ _ _ _ _ _ _ _ (by linear_combination hr) (by ring) (by ring)
      (by linear_combination hr)
  have hinv := Matrix.inv_eq_right_inv hUV
  have hU : IsUnit (!![1, α; 1, -β] : Matrix (Fin 2) (Fin 2) ℝ) :=
    ⟨⟨_, _, hUV, mul_eq_one_comm.1 hUV⟩, rfl⟩
  have hD : ∀ x : ℝ, diagonal ![0, x] = !![0, 0; 0, x] := by
    intro x
    ext i j
    fin_cases i <;> fin_cases j <;> simp
  have he : ∀ x : ℝ, NormedSpace.exp x = Real.exp x := fun x => by
    rw [Real.exp_eq_exp_ℝ]
  have hexp : ∀ x : ℝ, NormedSpace.exp (diagonal ![0, x]) = !![1, 0; 0, Real.exp x] := by
    intro x
    rw [Matrix.exp_diagonal]
    ext i j
    fin_cases i <;> fin_cases j <;> simp [he, Pi.coe_exp]
  -- diagonalisation with eigenvalues 0 and -(α + β)
  have hQ : rateMatrix α β = !![1, α; 1, -β] * diagonal ![0, -(α + β)] *
      (!![1, α; 1, -β] : Matrix (Fin 2) (Fin 2) ℝ)⁻¹ := by
    rw [hinv, hD, Matrix.mul_fin_two, Matrix.mul_fin_two]
    unfold rateMatrix
    exact mk _ _ _ _ _ _ _ _ (by linear_combination α * hr) (by linear_combination (-α) * hr)
      (by linear_combination (-β) * hr) (by linear_combination β * hr)
  rw [hQ, Matrix.exp_conj _ _ hU, hexp, hinv, Matrix.mul_fin_two, Matrix.mul_fin_two]
  unfold twoState
  exact mk _ _ _ _ _ _ _ _ (by linear_combination hr) (by ring) (by ring)
    (by linear_combination hr)

/-- With both rates zero the exponential has both hop probabilities zero. -/
theorem exp_rateMatrix_zero : NormedSpace.exp (rateMatrix 0 0) = twoState 0 0 := by
  have h0 : rateMatrix 0 0 = 0 := by
    ext i j
    fin_cases i <;> fin_cases j <;> simp [rateMatrix]
  rw [h0, NormedSpace.exp_zero]
  ext i j
  fin_cases i <;> fin_cases j <;> simp [twoState]
```

## The two directions

`hop_sum_eq` proves a + b = 1 − e^(−s) by the split on s = 0. In `exp_clockRate`, `hsum` is s = −ln(1 − σ) and `key` is kw = 1.

```lean
/-- If nonnegative rates `α, β` exponentiate to hop probabilities `a, b`, then
`a + b = 1 - e^{-(α + β)}`. -/
theorem hop_sum_eq {α β a b : ℝ} (hα : 0 ≤ α) (hβ : 0 ≤ β)
    (h : NormedSpace.exp (rateMatrix α β) = twoState a b) :
    a + b = 1 - Real.exp (-(α + β)) := by
  by_cases hs : α + β = 0
  · have h1 : α = 0 := by linarith
    have h2 : β = 0 := by linarith
    rw [h1, h2, exp_rateMatrix_zero] at h
    obtain ⟨ha, hb⟩ := twoState_inj h
    rw [hs, ← ha, ← hb]
    simp
  · rw [exp_rateMatrix hs] at h
    obtain ⟨ha, hb⟩ := twoState_inj h
    have hr : (α + β) * (α + β)⁻¹ = 1 := mul_inv_cancel₀ hs
    rw [← ha, ← hb]
    linear_combination (1 - Real.exp (-(α + β))) * hr

/-- For `0 < a + b < 1` the factor `k = -log (1 - (a + b)) / (a + b)` is positive, and the rates
`k a`, `k b` exponentiate to the hop probabilities `a`, `b`. -/
theorem exp_clockRate {a b : ℝ} (hs : 0 < a + b) (h1 : a + b < 1) :
    0 < clockRate (a + b) ∧
      NormedSpace.exp (rateMatrix (clockRate (a + b) * a) (clockRate (a + b) * b)) =
        twoState a b := by
  have hp : 0 < 1 - (a + b) := by linarith
  have hL : 0 < -Real.log (1 - (a + b)) := neg_pos.2 (Real.log_neg hp (by linarith))
  refine ⟨div_pos hL hs, ?_⟩
  -- the total rate is -log (1 - (a + b))
  have hsum : clockRate (a + b) * a + clockRate (a + b) * b = -Real.log (1 - (a + b)) := by
    rw [← mul_add, clockRate, div_mul_cancel₀ _ hs.ne']
  have hne : clockRate (a + b) * a + clockRate (a + b) * b ≠ 0 := by
    rw [hsum]
    exact hL.ne'
  have key : clockRate (a + b) * ((1 - (1 - (a + b))) / -Real.log (1 - (a + b))) = 1 := by
    rw [sub_sub_cancel, clockRate, div_mul_div_comm, mul_comm (a + b)]
    exact div_self (mul_ne_zero hL.ne' hs.ne')
  rw [exp_rateMatrix hne, hsum, neg_neg, Real.exp_log hp]
  congr 1
  · linear_combination a * key
  · linear_combination b * key
```

`embeddable_iff` says: for real a, b ≥ 0, a real generator with exponential P(a,b) exists exactly when a + b < 1. The forward direction combines `hop_sum_eq` with `Real.exp_pos`; the reverse supplies zero rates or the rates ka, kb. Time-dependent rates, hidden intermediate states and three or more states are not covered.

```lean
/-- For hop probabilities `a, b ≥ 0` the two-state matrix is the exponential of a generator
if and only if `a + b < 1`. -/
theorem embeddable_iff {a b : ℝ} (ha : 0 ≤ a) (hb : 0 ≤ b) :
    IsEmbeddable (twoState a b) ↔ a + b < 1 := by
  constructor
  · rintro ⟨Q, hQ, h⟩
    obtain ⟨α, β, hα, hβ, rfl⟩ := (isGenerator_iff Q).1 hQ
    rw [hop_sum_eq hα hβ h]
    linarith [Real.exp_pos (-(α + β))]
  · intro h1
    by_cases hs : a + b = 0
    · have ha0 : a = 0 := by linarith
      have hb0 : b = 0 := by linarith
      rw [ha0, hb0]
      exact ⟨_, (isGenerator_iff _).2 ⟨0, 0, le_rfl, le_rfl, rfl⟩, exp_rateMatrix_zero⟩
    · obtain ⟨hk, h⟩ := exp_clockRate (lt_of_le_of_ne (add_nonneg ha hb) (Ne.symm hs)) h1
      exact ⟨_, (isGenerator_iff _).2
        ⟨_, _, mul_nonneg hk.le ha, mul_nonneg hk.le hb, rfl⟩, h⟩
```

## Determinant form and uniqueness

In `embeddable_iff_det_pos`, `hP` and `hrow` make `P` any 2×2 stochastic matrix; `hform` identifies it with P(a,b) for a = `P 0 1`, b = `P 1 0`, and `hdet` computes the determinant.

```lean
/-- A two-state stochastic matrix is embeddable if and only if its determinant is positive. -/
theorem embeddable_iff_det_pos (P : Matrix (Fin 2) (Fin 2) ℝ) (hP : ∀ i j, 0 ≤ P i j)
    (hrow : ∀ i, ∑ j, P i j = 1) : IsEmbeddable P ↔ 0 < P.det := by
  have r0 := hrow 0
  have r1 := hrow 1
  rw [Fin.sum_univ_two] at r0 r1
  have hform : P = twoState (P 0 1) (P 1 0) := by
    ext i j
    fin_cases i <;> fin_cases j <;> simp [twoState] <;> linarith
  have hdet : P.det = 1 - (P 0 1 + P 1 0) := by
    have e0 : P 0 0 = 1 - P 0 1 := by linarith
    have e1 : P 1 1 = 1 - P 1 0 := by linarith
    rw [Matrix.det_fin_two, e0, e1]
    ring
  have key := embeddable_iff (hP 0 1) (hP 1 0)
  rw [← hform] at key
  rw [key, hdet, sub_pos]
```

`generator_unique` concerns 2×2 generators, not arbitrary matrix logarithms. `hss` equates the total rates by injectivity of the real exponential, and `hw`, which is w ≠ 0, allows the common factor to be cancelled.

```lean
/-- Two two-state generators with the same exponential are equal. -/
theorem generator_unique {Q Q' : Matrix (Fin 2) (Fin 2) ℝ} (hQ : IsGenerator Q)
    (hQ' : IsGenerator Q') (h : NormedSpace.exp Q = NormedSpace.exp Q') : Q = Q' := by
  obtain ⟨α, β, hα, hβ, rfl⟩ := (isGenerator_iff Q).1 hQ
  obtain ⟨γ, δ, hγ, hδ, rfl⟩ := (isGenerator_iff Q').1 hQ'
  obtain ⟨a, b, hab⟩ : ∃ a b, NormedSpace.exp (rateMatrix α β) = twoState a b := by
    by_cases hs : α + β = 0
    · have h1 : α = 0 := by linarith
      have h2 : β = 0 := by linarith
      exact ⟨0, 0, by rw [h1, h2, exp_rateMatrix_zero]⟩
    · exact ⟨_, _, exp_rateMatrix hs⟩
  -- the total rates agree
  have s1 := hop_sum_eq hα hβ hab
  have s2 := hop_sum_eq hγ hδ (h.symm.trans hab)
  have s3 : Real.exp (-(α + β)) = Real.exp (-(γ + δ)) := by linarith
  have hss : α + β = γ + δ := neg_injective (Real.exp_injective s3)
  by_cases hs : α + β = 0
  · have h1 : α = γ := by linarith
    have h2 : β = δ := by linarith
    rw [h1, h2]
  · have hs' : γ + δ ≠ 0 := hss ▸ hs
    have hpos : 0 < α + β := lt_of_le_of_ne (add_nonneg hα hβ) (Ne.symm hs)
    have hlt : Real.exp (-(α + β)) < Real.exp 0 := Real.exp_lt_exp.2 (by linarith)
    rw [Real.exp_zero] at hlt
    have hw : (1 - Real.exp (-(α + β))) / (α + β) ≠ 0 :=
      div_ne_zero (sub_pos.2 hlt).ne' hs
    rw [exp_rateMatrix hs, exp_rateMatrix hs', ← hss] at h
    obtain ⟨h1, h2⟩ := twoState_inj h
    rw [mul_right_cancel₀ hw h1, mul_right_cancel₀ hw h2]

end

end TwoStateEmbedding
```

```lean
#print axioms TwoStateEmbedding.twoState_inj
-- 'TwoStateEmbedding.twoState_inj' depends on axioms: [propext, Classical.choice, Quot.sound]
#print axioms TwoStateEmbedding.embeddable_iff_det_pos
-- 'TwoStateEmbedding.embeddable_iff_det_pos' depends on axioms: [propext, Classical.choice, Quot.sound]
#print axioms TwoStateEmbedding.generator_unique
-- 'TwoStateEmbedding.generator_unique' depends on axioms: [propext, Classical.choice, Quot.sound]
```
